# Two different continuous intracules of equal norm: their Coulomb hole has a node

The radial intracule P(u) is the density of the distance u between two electrons. The volume factor 4πu² is included in P, so all integrals run over u from 0 to ∞ with measure du.

```lean
import Mathlib

open MeasureTheory Set

noncomputable section

namespace CoulombHoleNode
```

`IsRadialIntracule P` requires P to be continuous and Lebesgue integrable on the open half-line u > 0, written `Ioi 0`. Values at u ≤ 0 play no role. Positivity is not required, and neither is a wave function from which P is derived.

```lean
/-- A radial intracule is modelled as a real function of the interelectronic distance that is
continuous and integrable on `u > 0`. -/
structure IsRadialIntracule (P : ℝ → ℝ) : Prop where
  cont : ContinuousOn P (Ioi 0)
  integrable : IntegrableOn P (Ioi 0)
```

The Coulomb hole is the difference of two intracules,

D(u) = P(u) − Q(u).

Usually P is the correlated intracule and Q the Hartree–Fock one. Here Q may be any reference.

```lean
/-- The Coulomb hole: the intracule `P` minus the reference intracule `Q`. -/
def coulombHole (P Q : ℝ → ℝ) (u : ℝ) : ℝ := P u - Q u
```

The last two parts and the closing numbers use model functions chosen for their simple integrals. They are not computed from the wave function of an atom or molecule, and for n = 0 and n = 1 the density mₙ/(4πu²) even diverges at u = 0. For n = 0, 1, 2, … they are

mₙ(u) = uⁿ e^(−u) / n!

```lean
/-- The model intracule `uⁿ exp(-u) / n!`. -/
def modelIntracule (n : ℕ) (u : ℝ) : ℝ := Real.exp (-u) * u ^ n / (n.factorial : ℝ)
```

"Equal norm" (`hn`) means ∫P du = ∫Q du. The common value may be 1 or the number of electron pairs. "Different" (`hne`) means P(u) ≠ Q(u) for at least one u > 0.

## (a) The hole is as regular as the intracules

Show that D is continuous on u > 0 and that

∫ |D(u)| du < ∞.

**Solution.** A difference of continuous functions is continuous. Since |D| ≤ |P| + |Q|, integrability follows from that of P and Q. The Lean proof pairs these two facts, so D itself satisfies `IsRadialIntracule`, whatever its sign.

```lean
variable {P Q : ℝ → ℝ}

/-- The difference of two radial intracules is again continuous and integrable on `u > 0`. -/
theorem IsRadialIntracule.hole (hP : IsRadialIntracule P) (hQ : IsRadialIntracule Q) :
    IsRadialIntracule (coulombHole P Q) :=
  ⟨hP.cont.sub hQ.cont, Integrable.sub hP.integrable hQ.integrable⟩
```

## (b) Nonnegative with zero integral

Let f be continuous, integrable and nonnegative on u > 0, with ∫f du = 0. Show that

f(u) = 0 for every u > 0.

**Solution.** Suppose f(u₀) = ε > 0. By continuity there is a δ with 0 < δ < u₀ such that f > ε/2 on (u₀ − δ, u₀ + δ). The integral is then at least εδ > 0, a contradiction.

Lean splits the argument differently. `integral_eq_zero_iff_of_nonneg_ae` gives f = 0 almost everywhere, and `Measure.eqOn_open_of_ae_eq` uses continuity on an open set to remove the exceptions.

```lean
/-- A function that is continuous, integrable and nonnegative on `u > 0`, with zero integral there,
vanishes at every `u > 0`. -/
theorem eq_zero_of_integral_eq_zero {f : ℝ → ℝ} (hf : IsRadialIntracule f)
    (h0 : ∀ u ∈ Ioi (0 : ℝ), 0 ≤ f u) (hint : ∫ u in Ioi (0 : ℝ), f u = 0) :
    ∀ u ∈ Ioi (0 : ℝ), f u = 0 := by
  have hae : 0 ≤ᵐ[volume.restrict (Ioi (0 : ℝ))] f :=
    (ae_restrict_iff' measurableSet_Ioi).2 (Filter.Eventually.of_forall h0)
  have hz := (integral_eq_zero_iff_of_nonneg_ae hae hf.integrable).1 hint
  -- continuity upgrades "almost everywhere" to "everywhere"
  exact fun u hu => Measure.eqOn_open_of_ae_eq hz isOpen_Ioi hf.cont continuousOn_const hu
```

## (c) The total content of the hole

For P and Q of equal norm, show that

∫ D(u) du = 0.

**Solution.** Both integrals are finite, so ∫D du = ∫P du − ∫Q du = 0. In Lean, `integral_sub` splits the integral and `hn` makes the two terms equal.

```lean
/-- The Coulomb hole between intracules of equal norm integrates to zero. -/
theorem integral_hole (hP : IsRadialIntracule P) (hQ : IsRadialIntracule Q)
    (hn : ∫ u in Ioi (0 : ℝ), P u = ∫ u in Ioi (0 : ℝ), Q u) :
    ∫ u in Ioi (0 : ℝ), coulombHole P Q u = 0 := by
  unfold coulombHole
  rw [integral_sub hP.integrable hQ.integrable, hn, sub_self]
```

## (d) A distance where the hole is negative

For different P and Q of equal norm, show that there is an a > 0 with

D(a) < 0.

**Solution.** If there were none, D would be nonnegative on u > 0. Its integral is zero by (c), so D would vanish everywhere by (b), and P and Q would not differ. `by_contra` starts the same argument in Lean.

```lean
/-- Two different intracules of equal norm: the first lies strictly below the second at some
distance. -/
theorem exists_hole_neg (hP : IsRadialIntracule P) (hQ : IsRadialIntracule Q)
    (hn : ∫ u in Ioi (0 : ℝ), P u = ∫ u in Ioi (0 : ℝ), Q u)
    (hne : ∃ u, 0 < u ∧ P u ≠ Q u) : ∃ a, 0 < a ∧ coulombHole P Q a < 0 := by
  by_contra h
  obtain ⟨u, hu, hPQ⟩ := hne
  have h0 : ∀ v ∈ Ioi (0 : ℝ), 0 ≤ coulombHole P Q v :=
    fun v hv => not_lt.mp fun hlt => h ⟨v, hv, hlt⟩
  exact hPQ (sub_eq_zero.mp
    (eq_zero_of_integral_eq_zero (hP.hole hQ) h0 (integral_hole hP hQ hn) u hu))
```

## (e) Both signs and a node

Under the same assumptions, show that there are positive a, b and c with

D(a) < 0, D(b) > 0, D(c) = 0.

**Solution.** Part (d) gives a. Applied with P and Q exchanged, it gives a b with Q(b) − P(b) < 0, that is, D(b) > 0. D is continuous between a and b, so it vanishes at some c between them.

Lean applies the intermediate value theorem to the connected set `Ioi 0`, which makes the order of a and b irrelevant. The statement neither counts the nodes nor locates c beyond c > 0.

For electronic-structure work this means that correlation cannot merely deplete short distances, provided that both intracules are continuous, integrable and equally normalised.

```lean
/-- The Coulomb hole between two different intracules of equal norm takes strictly negative and
strictly positive values, and has a node at some distance `u > 0`. -/
theorem coulombHole_has_node (hP : IsRadialIntracule P) (hQ : IsRadialIntracule Q)
    (hn : ∫ u in Ioi (0 : ℝ), P u = ∫ u in Ioi (0 : ℝ), Q u)
    (hne : ∃ u, 0 < u ∧ P u ≠ Q u) :
    (∃ a, 0 < a ∧ coulombHole P Q a < 0) ∧ (∃ b, 0 < b ∧ 0 < coulombHole P Q b) ∧
      ∃ c, 0 < c ∧ coulombHole P Q c = 0 := by
  obtain ⟨a, ha, hDa⟩ := exists_hole_neg hP hQ hn hne
  -- exchanging the two intracules gives the positive value
  obtain ⟨b, hb, hDb'⟩ := exists_hole_neg hQ hP hn.symm
    (hne.imp fun _ h => ⟨h.1, h.2.symm⟩)
  have hDb : 0 < coulombHole P Q b := by
    unfold coulombHole at hDb' ⊢
    linarith
  obtain ⟨c, hc, hDc⟩ := isPreconnected_Ioi.intermediate_value (mem_Ioi.2 ha) (mem_Ioi.2 hb)
    (hP.hole hQ).cont ⟨hDa.le, hDb.le⟩
  exact ⟨⟨a, ha, hDa⟩, ⟨b, hb, hDb⟩, ⟨c, hc, hDc⟩⟩
```

## (f) The displaced probability

Under the same assumptions, show that the gain equals the loss and is not zero:

∫ max(D, 0) du = ∫ max(−D, 0) du > 0.

**Solution.** Every real x satisfies x = max(x, 0) − max(−x, 0). Integrating this with x = D(u) and using (c) gives the equality. If the gain were zero, the continuous nonnegative function max(D, 0) would vanish everywhere by (b), against D(b) > 0 from (e).

The identity for x is `hsplit` in the code. For nonnegative intracules of unit norm the integrals are probabilities; if the norm is the number of electron pairs, they are numbers of pairs.

```lean
/-- For two different intracules of equal norm, the integral of the positive part of the hole equals
the integral of its negative part, and this common value is strictly positive. -/
theorem displaced_probability (hP : IsRadialIntracule P) (hQ : IsRadialIntracule Q)
    (hn : ∫ u in Ioi (0 : ℝ), P u = ∫ u in Ioi (0 : ℝ), Q u)
    (hne : ∃ u, 0 < u ∧ P u ≠ Q u) :
    ∫ u in Ioi (0 : ℝ), max (coulombHole P Q u) 0 =
        ∫ u in Ioi (0 : ℝ), max (-coulombHole P Q u) 0 ∧
      0 < ∫ u in Ioi (0 : ℝ), max (coulombHole P Q u) 0 := by
  have hD := hP.hole hQ
  have hp : IntegrableOn (fun u => max (coulombHole P Q u) 0) (Ioi 0) :=
    Integrable.pos_part hD.integrable
  have hm : IntegrableOn (fun u => max (-coulombHole P Q u) 0) (Ioi 0) :=
    Integrable.neg_part hD.integrable
  have hsplit : ∀ x : ℝ, max x 0 - max (-x) 0 = x := by
    intro x
    rcases le_total 0 x with h | h <;> simp [h]
  constructor
  · rw [← sub_eq_zero, ← integral_sub hp hm]
    simp only [hsplit]
    exact integral_hole hP hQ hn
  · obtain ⟨-, ⟨b, hb, hDb⟩, -⟩ := coulombHole_has_node hP hQ hn hne
    refine lt_of_le_of_ne (integral_nonneg fun u => le_max_right _ _) fun h => ?_
    have hz := eq_zero_of_integral_eq_zero
      ⟨(continuous_id.max continuous_const).comp_continuousOn hD.cont, hp⟩
      (fun u _ => le_max_right _ _) h.symm b hb
    have hle : coulombHole P Q b ≤ 0 := (le_max_left _ _).trans hz.le
    linarith
```

## (g) A decreasing interaction is lowered

In addition, let D ≤ 0 for 0 < u < c and D ≥ 0 for u > c, with some c > 0. Let w be continuous and strictly decreasing on u > 0, with wP and wQ integrable. Show that

∫ w(u) P(u) du < ∫ w(u) Q(u) du.

**Solution.** Because ∫D du = 0, the constant w(c) can be inserted freely:

∫ (w(c) − w(u)) D(u) du = ∫ wQ du − ∫ wP du.

For u < c both factors on the left are nonpositive, for u > c both are nonnegative, and at u = c the product is zero. The integral is therefore ≥ 0.

If it were zero, the integrand would vanish everywhere by (b). As w(u) ≠ w(c) for u ≠ c, D could then differ from zero only at c. But (e) gives one point with D < 0 and another with D > 0, and they cannot both be c.

In the code, `h0` contains the three sign cases, `hI` the integral identity, and `key` the step that confines D to c. The sign pattern (`hin`, `hout`) is assumed, not derived from a Hamiltonian. A hole that changes sign several times does not satisfy it.

```lean
/-- Let `P` and `Q` be different intracules of equal norm, with `P` nowhere above `Q` inside a
radius `c` and nowhere below it outside. Then the integral of `w * P` is strictly lower than that of
`w * Q` for every continuous, strictly decreasing pair interaction `w` for which both products are
integrable. -/
theorem interaction_lowered (hP : IsRadialIntracule P) (hQ : IsRadialIntracule Q)
    (hn : ∫ u in Ioi (0 : ℝ), P u = ∫ u in Ioi (0 : ℝ), Q u)
    (hne : ∃ u, 0 < u ∧ P u ≠ Q u) {w : ℝ → ℝ} (hw : StrictAntiOn w (Ioi 0))
    (hwc : ContinuousOn w (Ioi 0)) (hPw : IntegrableOn (fun u => w u * P u) (Ioi 0))
    (hQw : IntegrableOn (fun u => w u * Q u) (Ioi 0)) {c : ℝ} (hc : 0 < c)
    (hin : ∀ u, 0 < u → u < c → P u ≤ Q u) (hout : ∀ u, c < u → Q u ≤ P u) :
    ∫ u in Ioi (0 : ℝ), w u * P u < ∫ u in Ioi (0 : ℝ), w u * Q u := by
  have hD := hP.hole hQ
  have h1 : IntegrableOn (fun u => w c * coulombHole P Q u) (Ioi 0) :=
    Integrable.const_mul hD.integrable (w c)
  have h2 : IntegrableOn (fun u => w u * P u - w u * Q u) (Ioi 0) := Integrable.sub hPw hQw
  -- the integrand is `(w c - w u) * (P u - Q u)`, which is never negative
  have h0 : ∀ u ∈ Ioi (0 : ℝ),
      0 ≤ w c * coulombHole P Q u - (w u * P u - w u * Q u) := by
    intro u hu
    unfold coulombHole
    rcases lt_trichotomy u c with h | h | h
    · nlinarith [mul_nonneg (sub_nonneg.2 (hw hu hc h).le) (sub_nonneg.2 (hin u hu h))]
    · rw [h]
      apply le_of_eq
      ring
    · nlinarith [mul_nonneg (sub_nonneg.2 (hw hc hu h).le) (sub_nonneg.2 (hout u h))]
  have hI : ∫ u in Ioi (0 : ℝ), (w c * coulombHole P Q u - (w u * P u - w u * Q u)) =
      (∫ u in Ioi (0 : ℝ), w u * Q u) - ∫ u in Ioi (0 : ℝ), w u * P u := by
    rw [integral_sub h1 h2, integral_sub hPw hQw, integral_const_mul, integral_hole hP hQ hn]
    ring
  have hnn := setIntegral_nonneg measurableSet_Ioi h0 (μ := volume)
  rw [hI] at hnn
  refine lt_of_le_of_ne (sub_nonneg.1 hnn) fun heq => ?_
  -- equality would confine the whole hole to the single distance `c`
  have key : ∀ u, 0 < u → coulombHole P Q u ≠ 0 → c = u := by
    intro u hu hDu
    have hz : ∫ v in Ioi (0 : ℝ),
        (w c * coulombHole P Q v - (w v * P v - w v * Q v)) = 0 := by
      rw [hI, heq, sub_self]
    have h : w c * coulombHole P Q u - (w u * P u - w u * Q u) = 0 :=
      eq_zero_of_integral_eq_zero
        (f := fun v => w c * coulombHole P Q v - (w v * P v - w v * Q v))
        ⟨(continuousOn_const.mul hD.cont).sub ((hwc.mul hP.cont).sub (hwc.mul hQ.cont)),
          Integrable.sub h1 h2⟩ h0 hz u hu
    have hprod : (w c - w u) * coulombHole P Q u = 0 := by
      unfold coulombHole at h ⊢
      linear_combination h
    exact hw.injOn hc hu (sub_eq_zero.1 ((mul_eq_zero.1 hprod).resolve_right hDu))
  obtain ⟨⟨a, ha, hDa⟩, ⟨b, hb, hDb⟩, -⟩ := coulombHole_has_node hP hQ hn hne
  rw [← key a ha hDa.ne] at hDa
  rw [← key b hb hDb.ne'] at hDb
  linarith
```

## (h) The Coulomb repulsion

With the sign pattern of (g) and finite mean repulsions, show in atomic units that

∫ P(u)/u du < ∫ Q(u)/u du.

**Solution.** The function w(u) = 1/u is continuous and strictly decreasing on u > 0, so (g) applies. The Lean proof supplies just these two properties. The result concerns the repulsion alone; the kinetic and nuclear-attraction energies do not enter.

```lean
/-- Let `P` and `Q` be different intracules of equal norm with finite mean repulsions, `P` nowhere
above `Q` inside a radius `c` and nowhere below it outside. Then `P` has the strictly lower mean
electron repulsion, the integral of `1 / u * P u`. -/
theorem coulomb_repulsion_lowered (hP : IsRadialIntracule P) (hQ : IsRadialIntracule Q)
    (hn : ∫ u in Ioi (0 : ℝ), P u = ∫ u in Ioi (0 : ℝ), Q u)
    (hne : ∃ u, 0 < u ∧ P u ≠ Q u)
    (hPw : IntegrableOn (fun u => 1 / u * P u) (Ioi 0))
    (hQw : IntegrableOn (fun u => 1 / u * Q u) (Ioi 0)) {c : ℝ} (hc : 0 < c)
    (hin : ∀ u, 0 < u → u < c → P u ≤ Q u) (hout : ∀ u, c < u → Q u ≤ P u) :
    ∫ u in Ioi (0 : ℝ), 1 / u * P u < ∫ u in Ioi (0 : ℝ), 1 / u * Q u :=
  interaction_lowered (w := fun u => 1 / u) hP hQ hn hne
    (fun _ ha _ _ hab => one_div_lt_one_div_of_lt (mem_Ioi.1 ha) hab)
    (continuousOn_const.div continuousOn_id fun _ hu => (mem_Ioi.1 hu).ne')
    hPw hQw hc hin hout
```

## (i) Norm of the model intracules

Show that mₙ is a radial intracule for every n, and that

∫ mₙ(u) du = 1.

**Solution.** mₙ is continuous, and the exponential makes it integrable. Let Iₙ = ∫ uⁿ e^(−u) du. Then I₀ = 1, and integration by parts gives Iₙ = n Iₙ₋₁ for n ≥ 1, so Iₙ = n!. Division by n! gives the claim.

Lean takes convergence and value from the Gamma function at n + 1, using Γ(n + 1) = n!.

```lean
/-- Every model intracule `uⁿ exp(-u) / n!` is a radial intracule with integral one. -/
theorem modelIntracule_witness (n : ℕ) :
    IsRadialIntracule (modelIntracule n) ∧ ∫ u in Ioi (0 : ℝ), modelIntracule n u = 1 := by
  have hs : (0 : ℝ) < (n : ℝ) + 1 := by positivity
  have hI := Real.GammaIntegral_convergent hs
  have hG := Real.Gamma_eq_integral hs
  rw [Real.Gamma_nat_eq_factorial] at hG
  simp only [add_sub_cancel_right, Real.rpow_natCast] at hI hG
  have hf : (n.factorial : ℝ) ≠ 0 := Nat.cast_ne_zero.2 n.factorial_ne_zero
  refine ⟨⟨?_, Integrable.div_const hI _⟩, ?_⟩
  · show ContinuousOn (fun u : ℝ => Real.exp (-u) * u ^ n / (n.factorial : ℝ)) (Ioi 0)
    fun_prop
  · unfold modelIntracule
    rw [integral_div, ← hG, div_self hf]
```

## (j) Neighbouring models have a single node

Take P = mₙ₊₁ and Q = mₙ. Show that for u > 0

D(u) < 0 exactly when u < n + 1,

D(u) = 0 exactly when u = n + 1.

**Solution.** Taking out the common factor gives

D(u) = [uⁿ e^(−u) / (n + 1)!] · (u − (n + 1)).

The bracket is positive for u > 0, so the linear factor decides both the sign and the zero. In Lean, `hk` is the positivity of the bracket and `hD` the factorisation. This family shows that no general argument from equal norms can guarantee more than one node.

```lean
/-- On `u > 0`, the hole between the model intracules `n + 1` and `n` is negative exactly for `u < n
+ 1` and has exactly one node, at `u = n + 1`. -/
theorem model_single_node (n : ℕ) {u : ℝ} (hu : 0 < u) :
    (coulombHole (modelIntracule (n + 1)) (modelIntracule n) u < 0 ↔ u < n + 1) ∧
      (coulombHole (modelIntracule (n + 1)) (modelIntracule n) u = 0 ↔ u = n + 1) := by
  have hf : (0 : ℝ) < (n.factorial : ℝ) := Nat.cast_pos.2 n.factorial_pos
  have hn : (0 : ℝ) < (n : ℝ) + 1 := by positivity
  have hk : 0 < Real.exp (-u) * u ^ n / (((n : ℝ) + 1) * (n.factorial : ℝ)) := by positivity
  -- factor the hole into a positive envelope and a linear function of `u`
  have hD : coulombHole (modelIntracule (n + 1)) (modelIntracule n) u =
      Real.exp (-u) * u ^ n / (((n : ℝ) + 1) * (n.factorial : ℝ)) * (u - (n + 1)) := by
    have h2 : Real.exp (-u) * u ^ n / (n.factorial : ℝ) =
        ((n : ℝ) + 1) * (Real.exp (-u) * u ^ n / (((n : ℝ) + 1) * (n.factorial : ℝ))) := by
      field_simp
    unfold coulombHole modelIntracule
    rw [Nat.factorial_succ]
    push_cast
    linear_combination -h2
  rw [hD]
  refine ⟨⟨fun h => ?_, fun h => mul_neg_of_pos_of_neg hk (by linarith)⟩, ?_⟩
  · by_contra h'
    have := mul_nonneg hk.le (sub_nonneg.2 (not_lt.1 h'))
    linarith
  · rw [mul_eq_zero, or_iff_right hk.ne', sub_eq_zero]

end CoulombHoleNode
```

```lean
#print axioms CoulombHoleNode.coulombHole_has_node
#print axioms CoulombHoleNode.displaced_probability
#print axioms CoulombHoleNode.coulomb_repulsion_lowered
#print axioms CoulombHoleNode.model_single_node
```

```
'CoulombHoleNode.coulombHole_has_node' depends on axioms: [propext, Classical.choice, Quot.sound]
'CoulombHoleNode.displaced_probability' depends on axioms: [propext, Classical.choice, Quot.sound]
'CoulombHoleNode.coulomb_repulsion_lowered' depends on axioms: [propext, Classical.choice, Quot.sound]
'CoulombHoleNode.model_single_node' depends on axioms: [propext, Classical.choice, Quot.sound]
```

## Numbers for n = 2

Take P = m₃ = u³e^(−u)/6 and Q = m₂ = u²e^(−u)/2. Then

D(u) = u² (u − 3) e^(−u) / 6,

with D(1) ≈ −0.123, D(3) = 0 and D(4) ≈ 0.049. An antiderivative of D is −u³e^(−u)/6, so the probability moved from u < 3 to u > 3 is

∫₃^∞ D(u) du = 27 e^(−3) / 6 ≈ 0.224.

The mean repulsions are

∫ P(u)/u du = 2!/3! = 1/3, ∫ Q(u)/u du = 1!/2! = 1/2,

so the repulsion falls by 1/6 hartree if u is measured in bohr.
